# Logarithmic growth of the crossover radius between host and added-electron density tails in a two-exponential model

Q: When I invert the density of a system with $N + d$ electrons, $0 < d < 1$, to obtain its Kohn–Sham potential, I have to fix the outer radius of the radial grid. I estimate the radius $r_d$ at which the slowly decaying density of the added electron overtakes the density of the $N$-electron host, and I let the grid reach well beyond it, because the step in the potential associated with the derivative discontinuity is expected near there. You say the formula for $r_d$ is a theorem. I doubt that a theorem about two exponentials describes my density.

A: It describes your density as far as the tail is a sum of two pure exponentials, and that is a hypothesis. With $E_M$ the ground-state energy for $M$ electrons, the ionisation energy of the host is $I = E_{N-1} - E_N$ and its electron affinity is $A = E_N - E_{N+1}$, which is also the ionisation energy of the $(N+1)$-electron system. In atomic units an amplitude $e^{-\kappa r}$ bound by an energy $E$ satisfies $-\tfrac12\kappa^2 = -E$ far out, so $\kappa = \sqrt{2E}$, and the density, being the square, decays as $e^{-2\kappa r}$. Put $k = \sqrt{2I}$ and $q = \sqrt{2A}$. The ensemble gives weight $1-d$ to the $N$-electron density and weight $d$ to the $(N+1)$-electron density, and the model keeps one term of each,

$$n_h(r) = (1-d)\,a\,e^{-2kr}, \qquad n_a(r) = d\,b\,e^{-2qr},$$

with constant amplitudes $a, b > 0$.

Q: Then derive the crossover as I would do it myself.

A: Assume $I > A > 0$. The square root is strictly increasing, so $G = 2(k-q)$ is positive. Divide the tails, and write the prefactor as an exponential with $L = \ln\frac{(1-d)a}{db}$:

$$\frac{n_h(r)}{n_a(r)} = \frac{(1-d)a}{db}\,e^{-Gr} = e^{L - Gr} = e^{-G(r - r_d)}, \qquad r_d = \frac{L}{G}.$$

Since $n_a > 0$, the inequality $n_h < n_a$ means $e^{-G(r-r_d)} < 1$. That holds exactly when the exponent is negative, and because $G > 0$ exactly when $r > r_d$. Dividing numerator and denominator by $n_a$ gives the share of the added electron in the total tail,

$$\frac{n_a}{n_h + n_a} = \frac{1}{1 + e^{-G(r - r_d)}}.$$

For small $d$, split the logarithm:

$$G\,r_d = \ln\frac1d + \ln(1-d) + \ln\frac ab .$$

As $d \to 0^+$ the middle term vanishes, so $G r_d - \ln(1/d) \to \ln(a/b)$. Wherever $\ln(1/d) \neq 0$,

$$\frac{r_d}{\ln(1/d)} = \frac1G\left[\frac{G r_d - \ln(1/d)}{\ln(1/d)} + 1\right].$$

The first term in the bracket is a convergent quantity over a divergent one, so the ratio tends to $1/G = 1/(2(k-q))$. Adding $\ln(1/d)$ back to the convergent difference and dividing by $G$ shows that $r_d \to \infty$.

Q: Give me numbers.

A: Take $I = 1/2$ and $A = 1/8$, chosen for their simple square roots: $k = 1$, $q = 1/2$, $G = 1$. With $a = b = 1$ and $d = 10^{-2}$, $r_d = \ln 99 \approx 4.595$. At $r = 4$ the host has $0.99\,e^{-8} \approx 3.32\times10^{-4}$ and the added electron $0.01\,e^{-4} \approx 1.83\times10^{-4}$, so the host dominates. At $r = 5$ the values are $0.99\,e^{-10} \approx 4.49\times10^{-5}$ and $0.01\,e^{-5} \approx 6.74\times10^{-5}$, and the order has reversed. The share at $r = 5$ is $6.74/11.23 \approx 0.600$, and the logistic form gives $1/(1 + e^{-0.405}) \approx 0.600$. The ratio $r_d/\ln(1/d)$ is $4.595/4.605 \approx 0.998$, against the limit $1/G = 1$. These figures, like the connection with the potential, are my own commentary and form no part of the theorems.

Q: Now show me that the Lean objects are these quantities and nothing else.

A: All variables are real numbers. The opening lines make the notation for limits available.

```lean
import Mathlib

open Filter Topology

namespace FractionalDensityCrossover

noncomputable section
```

The function `decay` is $E \mapsto \sqrt{2E}$, so `decay I` is $k$ and `decay A` is $q$. It fixes atomic units and counts binding energies as positive.

```lean
/-- Decay constant `√(2E)` belonging to a binding energy `E`. -/
def decay (E : ℝ) : ℝ := Real.sqrt (2 * E)
```

The two tails are $n_h$ and $n_a$. The factor `-2` in each exponent says that these are densities and not orbital amplitudes.

```lean
/-- Density tail of the host system with amplitude `a`, ionisation energy `I` and
ensemble weight `1 - d`. -/
def hostTail (a I d r : ℝ) : ℝ := (1 - d) * a * Real.exp (-2 * decay I * r)

/-- Density tail of the added electron with amplitude `b`, electron affinity `A` and
ensemble weight `d`. -/
def addedTail (b A d r : ℝ) : ℝ := d * b * Real.exp (-2 * decay A * r)
```

The radius $r_d = L/G$ enters as a definition, with no property attached to it yet.

```lean
/-- The radius `r_d = ln((1-d)a/(d b)) / (2(k-q))` with `k = √(2I)` and `q = √(2A)`. -/
def stepRadius (a b I A d : ℝ) : ℝ :=
  Real.log ((1 - d) * a / (d * b)) / (2 * (decay I - decay A))
```

The share is $n_a/(n_h + n_a)$.

```lean
/-- Share of the added electron in the total density tail at radius `r`. -/
def addedFraction (a b I A d r : ℝ) : ℝ :=
  addedTail b A d r / (hostTail a I d r + addedTail b A d r)
```

Q: I see no wavefunction, no Hamiltonian and no particle number. What has been assumed?

A: Four things. The exponential decay with constants $\sqrt{2I}$ and $\sqrt{2A}$ is written into the definitions and is not derived from a Schrödinger equation. The weights $1-d$ and $d$ express the linear mixing of the two neighbouring integer densities. The amplitudes $a$ and $b$ set the size of each tail and depend neither on $d$ nor on $r$, which leaves out power-law prefactors, angular dependence and the faster-decaying parts of the $(N+1)$-electron density. Finally there are the two inequalities. The hypothesis `hA : 0 < A` says that the host binds the extra electron, so that its density decays. The hypothesis `hAI : A < I` says that the fundamental gap $I - A$ is positive, that is, the energy is strictly convex in the particle number at $N$. For $I = A$ the ratio of the tails would be the same at every $r$, and no radius would separate two regimes. The first lemma turns the two inequalities into $k - q > 0$: `Real.sqrt_lt_sqrt` gives $\sqrt{2A} < \sqrt{2I}$ from $0 \le 2A < 2I$.

```lean
/-- For `I > A > 0` the host decay constant exceeds that of the added electron. -/
theorem decay_gap_pos {I A : ℝ} (hA : 0 < A) (hAI : A < I) : 0 < decay I - decay A := by
  unfold decay
  exact sub_pos.mpr (Real.sqrt_lt_sqrt (by linarith) (by linarith))
```

Q: A defined $r_d$ proves nothing. Where does it acquire its meaning?

A: In `hostTail_eq`, which is the ratio formula multiplied through by $n_a$: for $a, b > 0$, $I > A > 0$, $0 < d < 1$ and every real $r$, $n_h = n_a\,e^{-G(r - r_d)}$. The step `key` is the rearrangement $-G(r - L/G) = L - 2kr + 2qr$, which needs $G \neq 0$. The rewriting with `Real.exp_sub`, `Real.exp_add` and `Real.exp_log` then undoes $e^{L}$ into $(1-d)a/(db)$, which is allowed because `hx` shows this argument to be positive. What remains, `hfin`, is the cancellation of $db$ and of $e^{-2qr}$.

```lean
/-- The host tail equals the added-electron tail times `exp(-2(k-q)(r - r_d))`. -/
theorem hostTail_eq {a b I A d : ℝ} (ha : 0 < a) (hb : 0 < b) (hA : 0 < A) (hAI : A < I)
    (hd : 0 < d) (hd1 : d < 1) (r : ℝ) :
    hostTail a I d r = addedTail b A d r *
      Real.exp (-(2 * (decay I - decay A)) * (r - stepRadius a b I A d)) := by
  have hg := (decay_gap_pos hA hAI).ne'
  have h1d : 0 < 1 - d := by linarith
  have hx : 0 < (1 - d) * a / (d * b) := by positivity
  -- split the exponent into the logarithm and the two decay exponents
  have key : ∀ L : ℝ, -(2 * (decay I - decay A)) * (r - L / (2 * (decay I - decay A)))
      = L + (-2 * decay I * r) - (-2 * decay A * r) := by
    intro L
    have h : 2 * (decay I - decay A) * (L / (2 * (decay I - decay A))) = L := by
      field_simp
    linear_combination h
  have hfin : ∀ E₁ E₂ : ℝ, E₂ ≠ 0 →
      (1 - d) * a * E₁ = d * b * E₂ * ((1 - d) * a / (d * b) * E₁ / E₂) := by
    intro E₁ E₂ hE
    have hd' := hd.ne'
    have hb' := hb.ne'
    field_simp
  unfold hostTail addedTail stepRadius
  rw [key, Real.exp_sub, Real.exp_add, Real.exp_log hx]
  exact hfin _ _ (Real.exp_pos _).ne'
```

The crossover criterion follows under the same hypotheses. Lean proves the two directions separately. If $r \le r_d$, the exponent is non-negative, `Real.one_le_exp` makes the factor at least one, and $n_h \ge n_a$; this contradicts $n_h < n_a$ and gives the forward direction. If $r > r_d$, the exponent is negative, the factor is below $e^0 = 1$, and multiplication by the positive $n_a$ of `hp` gives $n_h < n_a$.

```lean
/-- The added-electron tail exceeds the host tail exactly for `r > r_d`. -/
theorem added_exceeds_iff {a b I A d : ℝ} (ha : 0 < a) (hb : 0 < b) (hA : 0 < A)
    (hAI : A < I) (hd : 0 < d) (hd1 : d < 1) (r : ℝ) :
    hostTail a I d r < addedTail b A d r ↔ stepRadius a b I A d < r := by
  have hg := decay_gap_pos hA hAI
  have hp : 0 < addedTail b A d r := by unfold addedTail; positivity
  rw [hostTail_eq ha hb hA hAI hd hd1 r]
  constructor
  · intro h
    by_contra hn
    have hn' := not_lt.mp hn
    -- inside r_d the exponential factor is at least one
    have h0 : 0 ≤ -(2 * (decay I - decay A)) * (r - stepRadius a b I A d) := by
      nlinarith [mul_nonneg hg.le (sub_nonneg.mpr hn')]
    have h1 := Real.one_le_exp h0
    linarith [mul_le_mul_of_nonneg_left h1 hp.le]
  · intro h
    -- outside r_d the exponential factor is below one
    have h0 : -(2 * (decay I - decay A)) * (r - stepRadius a b I A d) < 0 := by
      nlinarith [mul_pos hg (sub_pos.mpr h)]
    have h1 := Real.exp_lt_exp.mpr h0
    rw [Real.exp_zero] at h1
    linarith [mul_lt_mul_of_pos_left h1 hp]
```

Q: Your `r` runs over all real numbers, and a radius is not negative.

A: The equivalence holds for every real $r$, hence for every $r \ge 0$. The wider range matters for $r_d$ itself, which is negative when $db > (1-d)a$. For $a = b = 1$ that is $d > 1/2$, and the theorem then says that the added tail is the larger one at every physical radius. The real restriction points the other way: the exponentials represent a density only far from the nuclei, so the formula is informative when $r_d$ lies in that region, which is the case of small $d$.

Q: And how sharp is the changeover?

A: That is `addedFraction_logistic`, which has the same hypotheses as `hostTail_eq`. The share depends on $d$, $a$ and $b$ only through $r_d$, so the profile keeps its shape, with length scale $1/G$, and slides outward as $d$ falls. After substituting `hostTail_eq`, the proof is the identity $p/(pe + p) = 1/(1+e)$ for positive $p$ and $e$, where $p$ stands for $n_a$ and $e$ for the exponential factor.

```lean
/-- The share of the added electron is the logistic function
`1 / (1 + exp(-2(k-q)(r - r_d)))`. -/
theorem addedFraction_logistic {a b I A d : ℝ} (ha : 0 < a) (hb : 0 < b) (hA : 0 < A)
    (hAI : A < I) (hd : 0 < d) (hd1 : d < 1) (r : ℝ) :
    addedFraction a b I A d r =
      1 / (1 + Real.exp (-(2 * (decay I - decay A)) * (r - stepRadius a b I A d))) := by
  have hp : 0 < addedTail b A d r := by unfold addedTail; positivity
  have h : ∀ p e : ℝ, 0 < p → 0 < e → p / (p * e + p) = 1 / (1 + e) := by
    intro p e hp he
    rw [div_eq_div_iff (by positivity) (by positivity)]
    ring
  unfold addedFraction
  rw [hostTail_eq ha hb hA hAI hd hd1 r]
  exact h _ _ hp (Real.exp_pos _)
```

Q: What does the symbol in the limits mean? I want $d$ small and positive.

A: `𝓝[>] 0` is exactly that: the values of $d$ near zero and strictly above it. The point $d = 0$ is kept out because Lean assigns the value zero to a quotient by zero and to $\ln 0$, so that $r_d$, $\ln(1/d)$, the difference $G r_d - \ln(1/d)$ and the ratio $r_d/\ln(1/d)$ all equal zero there. With that point included, the difference would fail to tend to $\ln(a/b)$ unless $a = b$, and for every choice of amplitudes the ratio would fail to tend to $1/G$ and $r_d$ would fail to tend to infinity. `𝓝 (Real.log (a / b))` on the right is ordinary convergence to $\ln(a/b)$. All the limit theorems for `stepRadius` assume $a, b > 0$ and $I > A > 0$. In `stepRadius_offset`, `h1` says $1 - d \to 1$ and `h2` says $\ln(1-d) + \ln(a/b) \to \ln(a/b)$. The splitting of the logarithm is valid for $0 < d < 1$, and `filter_upwards` with `Ioo_mem_nhdsGT` restricts attention to that interval, which contains all small positive $d$. There `hcancel` removes $G$ from $G \cdot L/G$, `hX` factors the argument, and two uses of `Real.log_mul` produce the three logarithms.

```lean
/-- As `d → 0⁺`, the difference `2(k-q) r_d - ln(1/d)` tends to `ln(a/b)`. -/
theorem stepRadius_offset {a b I A : ℝ} (ha : 0 < a) (hb : 0 < b) (hA : 0 < A)
    (hAI : A < I) :
    Tendsto (fun d => 2 * (decay I - decay A) * stepRadius a b I A d - Real.log (1 / d))
      (𝓝[>] 0) (𝓝 (Real.log (a / b))) := by
  have hg := (decay_gap_pos hA hAI).ne'
  have hc : Continuous fun d : ℝ => 1 - d := by fun_prop
  have h1 : Tendsto (fun d : ℝ => 1 - d) (𝓝[>] 0) (𝓝 1) :=
    (hc.tendsto' 0 1 (by norm_num)).mono_left nhdsWithin_le_nhds
  have h2 := (h1.log one_ne_zero).add_const (Real.log (a / b))
  rw [Real.log_one, zero_add] at h2
  refine h2.congr' ?_
  filter_upwards [Ioo_mem_nhdsGT (zero_lt_one' ℝ)] with d hd
  have hd0 : 0 < d := hd.1
  have h1d : 0 < 1 - d := sub_pos.mpr hd.2
  have hcancel : ∀ L : ℝ,
      2 * (decay I - decay A) * (L / (2 * (decay I - decay A))) = L := by
    intro L
    field_simp
  -- the logarithm splits as ln(1/d) + ln(1-d) + ln(a/b)
  have hX : (1 - d) * a / (d * b) = 1 / d * ((1 - d) * (a / b)) := by ring
  unfold stepRadius
  rw [hcancel, hX, Real.log_mul (by positivity) (by positivity),
    Real.log_mul h1d.ne' (by positivity)]
  ring
```

The rate is my bracket formula. `hL` states $\ln(1/d) \to \infty$. Then `div_atTop` sends the quotient of the offset by the logarithm to zero, `add_const 1` adds the one, and `div_const` divides by $G$. The identity `alg` returns to $r_d/\ln(1/d)$; in it `R` is $r_d$ and `L` is $\ln(1/d)$, which is positive for small $d$ by `hL.eventually_gt_atTop 0`.

```lean
/-- As `d → 0⁺`, the ratio `r_d / ln(1/d)` tends to `1/(2(k-q))` for any positive
amplitudes. -/
theorem stepRadius_log_rate {a b I A : ℝ} (ha : 0 < a) (hb : 0 < b) (hA : 0 < A)
    (hAI : A < I) :
    Tendsto (fun d => stepRadius a b I A d / Real.log (1 / d))
      (𝓝[>] 0) (𝓝 (1 / (2 * (decay I - decay A)))) := by
  have hg := decay_gap_pos hA hAI
  have hL : Tendsto (fun d : ℝ => Real.log (1 / d)) (𝓝[>] 0) atTop := by
    simp only [one_div]
    exact Real.tendsto_log_atTop.comp tendsto_inv_nhdsGT_zero
  -- the convergent offset divided by the diverging logarithm vanishes
  have h := (((stepRadius_offset ha hb hA hAI).div_atTop hL).add_const 1).div_const
    (2 * (decay I - decay A))
  rw [zero_add] at h
  have alg : ∀ G R L : ℝ, G ≠ 0 → L ≠ 0 → ((G * R - L) / L + 1) / G = R / L := by
    intro G R L hG hL0
    field_simp
    ring
  refine h.congr' ?_
  filter_upwards [hL.eventually_gt_atTop 0] with d hd
  exact alg _ _ _ (by positivity) hd.ne'
```

Q: So the amplitudes drop out, and I can set my grid from $\ln(1/d)/(2(k-q))$ without knowing $a$ or $b$.

A: That reading is the slip to avoid. The amplitudes drop out of the limit of the ratio, not out of the ratio at finite $d$ and not out of the limit of the difference. By `stepRadius_offset`, $r_d - \ln(1/d)/G$ tends to $\ln(a/b)/G$, which vanishes only for $a = b$. Return to $G = 1$ and take $a = 10$, $b = 1$. At $d = 10^{-2}$, $r_d = \ln 990 \approx 6.898$, while $\ln(1/d) \approx 4.605$, a ratio of $1.498$. At $d = 10^{-4}$, $r_d = \ln 99990 \approx 11.513$ against $9.210$, a ratio of $1.250$. The ratio approaches one only as $1 + \ln 10/\ln(1/d)$, and the error in the radius stays near $\ln 10 \approx 2.303$ bohr. A grid that ends at the radius given by the leading term alone would, in this example, stop short of $r_d$.

Q: Does any fixed grid suffice as I take $d$ to zero?

A: In this model none does. `stepRadius_tendsto_atTop` states $r_d \to \infty$, written `atTop`. The proof adds the divergent $\ln(1/d)$ to the convergent offset with `add_atTop`, divides by $G > 0$ with `atTop_div_const`, and simplifies $(G r_d - \ln(1/d) + \ln(1/d))/G$ to $r_d$.

```lean
/-- As `d → 0⁺`, the radius `r_d` tends to infinity. -/
theorem stepRadius_tendsto_atTop {a b I A : ℝ} (ha : 0 < a) (hb : 0 < b) (hA : 0 < A)
    (hAI : A < I) : Tendsto (fun d => stepRadius a b I A d) (𝓝[>] 0) atTop := by
  have hg := decay_gap_pos hA hAI
  have hG : 0 < 2 * (decay I - decay A) := by positivity
  have hL : Tendsto (fun d : ℝ => Real.log (1 / d)) (𝓝[>] 0) atTop := by
    simp only [one_div]
    exact Real.tendsto_log_atTop.comp tendsto_inv_nhdsGT_zero
  have h := ((stepRadius_offset ha hb hA hAI).add_atTop hL).atTop_div_const hG
  have alg : ∀ G R L : ℝ, G ≠ 0 → (G * R - L + L) / G = R := by
    intro G R L hG0
    field_simp
    ring
  exact h.congr fun d => alg _ _ _ hG.ne'
```

Q: That resembles the familiar picture of the step in the exact potential moving off to infinity as the electron number approaches $N$ from above. Have you proved the derivative discontinuity?

A: No. None of these statements contains a potential, an orbital energy or a step height, in spite of the name `stepRadius`. They locate the radius where the dominant term of a two-exponential density changes from the one decaying as $e^{-2kr}$ to the one decaying as $e^{-2qr}$. For electronic-structure work at fractional electron number this tells you, within the two-exponential tail model, where an inverted density changes character and that each tenfold reduction of $d$ moves this place outward by about $\ln 10/(2(k-q))$ once $d$ is small.

Q: One last doubt. I would like a statement I can read without trusting any of your definitions.

A: `density_crossover` is written with `Real.exp`, `Real.log` and `Real.sqrt` alone, for unit amplitudes. Fix $I > A > 0$. First, for every $d$ with $0 < d < 1$ and every real $r$, $(1-d)e^{-2\sqrt{2I}\,r} < d\,e^{-2\sqrt{2A}\,r}$ holds if and only if $\ln\frac{1-d}{d}\big/\big(2(\sqrt{2I} - \sqrt{2A})\big) < r$. Both inequalities are strict. Second, that radius divided by $\ln(1/d)$ tends to $1/\big(2(\sqrt{2I} - \sqrt{2A})\big)$ as $d \to 0^+$, with $I$ and $A$ held fixed. The proof applies `added_exceeds_iff` and `stepRadius_log_rate` with `one_pos` for both amplitudes, unfolds the definitions and removes the factors of one.

```lean
/-- For `I > A > 0`, `k = √(2I)`, `q = √(2A)` and `0 < d < 1`, the density `d e^{-2qr}`
exceeds `(1-d) e^{-2kr}` iff `r > r_d = ln((1-d)/d)/(2(k-q))`, and `r_d / ln(1/d)` tends
to `1/(2(k-q))` as `d → 0⁺`. -/
theorem density_crossover {I A : ℝ} (hA : 0 < A) (hAI : A < I) :
    (∀ d r : ℝ, 0 < d → d < 1 →
      ((1 - d) * Real.exp (-2 * Real.sqrt (2 * I) * r)
          < d * Real.exp (-2 * Real.sqrt (2 * A) * r) ↔
        Real.log ((1 - d) / d) / (2 * (Real.sqrt (2 * I) - Real.sqrt (2 * A))) < r)) ∧
    Tendsto (fun d : ℝ => Real.log ((1 - d) / d)
        / (2 * (Real.sqrt (2 * I) - Real.sqrt (2 * A))) / Real.log (1 / d))
      (𝓝[>] 0) (𝓝 (1 / (2 * (Real.sqrt (2 * I) - Real.sqrt (2 * A))))) := by
  refine ⟨fun d r hd hd1 => ?_, ?_⟩
  · have h := added_exceeds_iff one_pos one_pos hA hAI hd hd1 r
    simpa only [hostTail, addedTail, stepRadius, decay, mul_one] using h
  · have h := stepRadius_log_rate one_pos one_pos hA hAI
    simpa only [stepRadius, decay, mul_one] using h

end

end FractionalDensityCrossover
```

```lean
#print axioms FractionalDensityCrossover.addedFraction_logistic
#print axioms FractionalDensityCrossover.stepRadius_tendsto_atTop
#print axioms FractionalDensityCrossover.density_crossover
```

```
'FractionalDensityCrossover.addedFraction_logistic' depends on axioms: [propext, Classical.choice, Quot.sound]
'FractionalDensityCrossover.stepRadius_tendsto_atTop' depends on axioms: [propext, Classical.choice, Quot.sound]
'FractionalDensityCrossover.density_crossover' depends on axioms: [propext, Classical.choice, Quot.sound]
```
